# The common tangent of a symmetric regular solution below its critical temperature is its convex envelope

## A binary alloy with random mixing

Let $x\in[0,1]$ be the fraction of component B in an A–B alloy. Its regular-solution free energy of mixing per site is

$$f(x)=\Omega x(1-x)+T\,[x\ln x+(1-x)\ln(1-x)],\qquad 0\ln 0=0 .$$

The interaction parameter $\Omega$ is positive when unlike neighbours cost energy. The letter $T$ stands for $k_BT$, so both parameters are energies. The entropy is that of random mixing.

The physical question is whether the alloy stays uniform or separates into two phases. Separation replaces $f$ by weighted averages of its values, and the best such averages form the greatest convex function below $f$. For $0<T<\Omega/2$ this function has a flat piece, the miscibility gap. The bound $\Omega/2$ is the critical temperature, at which the curvature $4T-2\Omega$ of $f$ at $x=1/2$ changes sign.

## The minimiser and the envelope

Assume $0<T<\Omega/2$. Two results hold:

- Exactly one $b\in[0,1/2)$ minimises $f$ over $[0,1]$ (`existsUnique_minimizer`).
- For this $b$, the greatest convex function below $f$ on $[0,1]$ equals $f(b)$ on $[b,1-b]$ and $f$ elsewhere (`commonTangent_isConvexEnvelope`).

In Lean, `freeEnergy Ω T` is $f$, and Mathlib's value `Real.log 0 = 0` supplies the convention at the end points. `Icc 0 1` is the closed composition range, `Ico 0 (1/2)` is $[0,1/2)$, and `IsMinOn` says that $f(b)$ is at most every value of $f$ on the range. `commonTangent f b` is the whole piecewise function, not just the straight line. `IsConvexEnvelope f g` says that $g$ is convex on $[0,1]$, lies below $f$ there, and is at least as large as every other such function.

The tangent is horizontal because $f$ is symmetric and measured relative to the pure components. The theorems allow $b=0$; as an aside to them, the slope of $f$ tends to $-\infty$ as $x\to0$, so in fact $b>0$ and the line really touches $f$ tangentially.

Reading the envelope as the equilibrium free energy is a physical step outside the theorems; it neglects the cost of interfaces and any elastic strain between the phases. Applying the result to a real alloy also assumes that the model describes it: one constant $\Omega$, random mixing and no competing phases of another structure. In first-principles alloy work, a common-tangent construction can be applied to free energies built from computed mixing energies and a model of the entropy; these need not be symmetric, and the tangent need not then be horizontal.

## From slopes to convexity

For $0<x<1$, write $\mu=f'$ for the exchange potential:

$$\mu(x)=\Omega(1-2x)+T\ln\frac{x}{1-x},\qquad \mu'(x)=\frac{T}{x(1-x)}-2\Omega .$$

**The equimolar point is not a minimiser.** Suppose it were, and put $a=T/\Omega<1/2$. The mean value theorem gives $c\in(a,1/2)$ with
$$\mu(c)=\frac{f(1/2)-f(a)}{1/2-a}\le0 .$$
Since $\mu(1/2)=0$, a second application gives $e\in(c,1/2)$ with $\mu'(e)\ge0$, that is, $2\Omega e(1-e)\le T$. But $T<\Omega e$ and $2(1-e)>1$, so $2\Omega e(1-e)>\Omega e>T$, a contradiction.

**The curvature is positive left of $b$.** Let $b<1/2$ be a minimiser and $0<x<b$. Then $\mu(b)=0=\mu(1/2)$, and Rolle's theorem gives $c\in(b,1/2)$ with $\mu'(c)=0$, so $T=2\Omega c(1-c)$. Because
$$c(1-c)-x(1-x)=(c-x)(1-c-x)>0,$$
we get $T>2\Omega x(1-x)$, hence $\mu'(x)>0$.

**There is exactly one minimiser in $[0,1/2)$.** A continuous function on $[0,1]$ has a minimiser. It is not $1/2$, and if it lies to the right, $f(1-x)=f(x)$ reflects it to the left. If $p<q<1/2$ were both minimisers, then $f(p)=f(q)$ would give $c\in(p,q)$ with $\mu(c)=0$. As $\mu(q)=0$ too, some $e\in(c,q)$ would have $\mu'(e)=0$, against the previous step.

**The construction is convex.** On $[0,b]$, $f$ is convex and smallest at $b$. So for $x\le y\le b$ we have $f(y)\le\max(f(x),f(b))=f(x)$, and $f$ does not increase there. The construction $g$ can be written as
$$g(x)=f(\min(x,b))+f(\min(1-x,b))-f(b),$$
as one checks on the three intervals. Each of the first two terms is a convex, non-increasing function of a concave one, hence convex.

**It is the greatest.** Since $f(b)$ is the minimum, $g\le f$. Let $h\le f$ be convex. On $[b,1-b]$, $h(x)\le\max(h(b),h(1-b))\le f(b)$; elsewhere $h\le f=g$.

## The complete Lean source

```lean
import Mathlib

open Set

namespace RegularSolution

noncomputable section

/-- Free energy of mixing per site of a regular solution at composition `x` in `[0,1]`, with
interaction parameter `Ω` and temperature `T` in energy units; `0 ln 0 = 0`. -/
def freeEnergy (Ω T x : ℝ) : ℝ :=
  Ω * (x * (1 - x)) + T * (x * Real.log x + (1 - x) * Real.log (1 - x))

/-- The exchange potential `Ω (1 - 2x) + T (ln x - ln (1 - x))`, for `0 < x < 1`. -/
def exchangePotential (Ω T x : ℝ) : ℝ :=
  Ω * (1 - 2 * x) + T * (Real.log x - Real.log (1 - x))

/-- The common-tangent construction: the constant `f(b)` on `[b,1-b]`, and `f` elsewhere. -/
def commonTangent (f : ℝ → ℝ) (b x : ℝ) : ℝ :=
  if b ≤ x ∧ x ≤ 1 - b then f b else f x

/-- `g` is the greatest convex function below `f` on the composition range `[0,1]`. -/
def IsConvexEnvelope (f g : ℝ → ℝ) : Prop :=
  ConvexOn ℝ (Icc 0 1) g ∧ (∀ x ∈ Icc (0 : ℝ) 1, g x ≤ f x) ∧
    ∀ h : ℝ → ℝ, ConvexOn ℝ (Icc 0 1) h → (∀ x ∈ Icc (0 : ℝ) 1, h x ≤ f x) →
      ∀ x ∈ Icc (0 : ℝ) 1, h x ≤ g x

variable {Ω T b x : ℝ}

/-- The free energy is unchanged when the two components are exchanged. -/
theorem freeEnergy_symm (Ω T x : ℝ) : freeEnergy Ω T (1 - x) = freeEnergy Ω T x := by
  unfold freeEnergy
  rw [sub_sub_cancel]
  ring

/-- The free energy is a continuous function of composition. -/
theorem continuous_freeEnergy (Ω T : ℝ) : Continuous (freeEnergy Ω T) := by
  have h := Real.continuous_mul_log
  have h2 : Continuous fun x : ℝ => (1 - x) * Real.log (1 - x) :=
    h.comp (by fun_prop : Continuous fun x : ℝ => 1 - x)
  have h3 : Continuous fun x : ℝ => Ω * (x * (1 - x)) := by fun_prop
  exact h3.add (continuous_const.mul (h.add h2))

/-- For `0 < x < 1` the exchange potential is the slope of the free energy, and its own
derivative is `T / (x (1 - x)) - 2 Ω`. -/
theorem hasDerivAt_freeEnergy (Ω T : ℝ) (h0 : 0 < x) (h1 : x < 1) :
    HasDerivAt (freeEnergy Ω T) (exchangePotential Ω T x) x ∧
      HasDerivAt (exchangePotential Ω T) (T / (x * (1 - x)) - 2 * Ω) x := by
  have hx : x ≠ 0 := h0.ne'
  have hy : 1 - x ≠ 0 := (sub_pos.2 h1).ne'
  have hs : HasDerivAt (fun y : ℝ => 1 - y) (-1) x := (hasDerivAt_id' x).const_sub 1
  have hL := Real.hasDerivAt_log hx
  have hM := hs.log hy
  constructor
  · have h := (((hasDerivAt_id' x).fun_mul hs).const_mul Ω).fun_add
      ((((hasDerivAt_id' x).fun_mul hL).fun_add (hs.fun_mul hM)).const_mul T)
    refine h.congr_deriv ?_
    have e1 : x * x⁻¹ = 1 := mul_inv_cancel₀ hx
    have e2 : (1 - x) * (-1 / (1 - x)) = -1 := mul_div_cancel₀ _ hy
    unfold exchangePotential
    linear_combination T * e1 + T * e2
  · have h := ((((hasDerivAt_id' x).const_mul 2).const_sub 1).const_mul Ω).fun_add
      ((hL.fun_sub hM).const_mul T)
    refine h.congr_deriv ?_
    field_simp
    ring

/-- For `0 < T < Ω/2` the equimolar mixture does not minimise the free energy on `[0,1]`. -/
theorem equimolar_not_min (hT : 0 < T) (hΩ : T < Ω / 2) :
    ¬ IsMinOn (freeEnergy Ω T) (Icc 0 1) (1 / 2) := by
  intro hmin
  have hΩ0 : 0 < Ω := by linarith
  have ha0 : 0 < T / Ω := div_pos hT hΩ0
  have ha : T / Ω < 1 / 2 := (div_lt_iff₀ hΩ0).2 (by linarith)
  have hh : exchangePotential Ω T (1 / 2) = 0 := by norm_num [exchangePotential]
  -- the mean value theorem for the free energy, then for its slope
  obtain ⟨c, ⟨hc1, hc2⟩, hc⟩ := exists_hasDerivAt_eq_slope (f := freeEnergy Ω T)
    (f' := exchangePotential Ω T) ha (continuous_freeEnergy Ω T).continuousOn
    (fun x hx => (hasDerivAt_freeEnergy Ω T (by linarith [hx.1]) (by linarith [hx.2])).1)
  have hc' : exchangePotential Ω T c ≤ 0 := by
    rw [hc]
    have := isMinOn_iff.1 hmin (T / Ω) ⟨ha0.le, by linarith⟩
    exact div_nonpos_of_nonpos_of_nonneg (by linarith) (by linarith)
  have hd : ∀ x ∈ Icc c (1 / 2),
      HasDerivAt (exchangePotential Ω T) (T / (x * (1 - x)) - 2 * Ω) x := fun x hx =>
    (hasDerivAt_freeEnergy Ω T (by linarith [hx.1]) (by linarith [hx.2])).2
  obtain ⟨e, ⟨he1, he2⟩, he⟩ := exists_hasDerivAt_eq_slope (f := exchangePotential Ω T)
    (f' := fun x => T / (x * (1 - x)) - 2 * Ω) hc2
    (fun x hx => (hd x hx).continuousAt.continuousWithinAt)
    (fun x hx => hd x (Ioo_subset_Icc_self hx))
  have he' : T / (e * (1 - e)) - 2 * Ω = _ := he
  have h1 : 0 ≤ T / (e * (1 - e)) - 2 * Ω := by
    rw [he', hh]
    exact div_nonneg (by linarith) (by linarith)
  have he0 : 0 < e := by linarith
  have h2 := (le_div_iff₀ (mul_pos he0 (by linarith : 0 < 1 - e))).1 (sub_nonneg.1 h1)
  have h3 := (div_lt_iff₀ hΩ0).1 (hc1.trans he1)
  nlinarith [mul_pos (mul_pos hΩ0 he0) (sub_pos.2 he2)]

/-- For `0 < T < Ω/2`, the curvature of the free energy is positive at every composition
between `0` and a minimiser `b < 1/2` on `[0,1]`. -/
theorem curvature_pos (hT : 0 < T) (hΩ : T < Ω / 2) (hb : b < 1 / 2)
    (hmin : IsMinOn (freeEnergy Ω T) (Icc 0 1) b) (h0 : 0 < x) (hxb : x < b) :
    0 < T / (x * (1 - x)) - 2 * Ω := by
  have hs := (hmin.isLocalMin (Icc_mem_nhds (h0.trans hxb) (by linarith))).hasDerivAt_eq_zero
    (hasDerivAt_freeEnergy Ω T (h0.trans hxb) (by linarith)).1
  have hh : exchangePotential Ω T (1 / 2) = 0 := by norm_num [exchangePotential]
  have hd : ∀ y ∈ Icc b (1 / 2),
      HasDerivAt (exchangePotential Ω T) (T / (y * (1 - y)) - 2 * Ω) y := fun y hy =>
    (hasDerivAt_freeEnergy Ω T (by linarith [hy.1]) (by linarith [hy.2])).2
  -- the slope vanishes at `b` and at one half, so the curvature vanishes in between
  obtain ⟨c, ⟨hc1, hc2⟩, hc⟩ := exists_hasDerivAt_eq_zero hb
    (fun y hy => (hd y hy).continuousAt.continuousWithinAt) (hs.trans hh.symm)
    (fun y hy => hd y (Ioo_subset_Icc_self hy))
  have hp : 0 < c * (1 - c) := mul_pos (by linarith) (by linarith)
  have hTc := (div_eq_iff hp.ne').1 (sub_eq_zero.1 hc)
  refine sub_pos.2 ((lt_div_iff₀ (mul_pos h0 (by linarith))).2 ?_)
  nlinarith [mul_pos (by linarith : 0 < Ω)
    (mul_pos (by linarith : 0 < c - x) (by linarith : 0 < 1 - c - x))]

/-- For `0 < T < Ω/2` exactly one composition `b` in `[0,1/2)` minimises the free energy
over `[0,1]`. -/
theorem existsUnique_minimizer (hT : 0 < T) (hΩ : T < Ω / 2) :
    ∃! b, b ∈ Ico (0 : ℝ) (1 / 2) ∧ IsMinOn (freeEnergy Ω T) (Icc 0 1) b := by
  -- two minimisers would enclose a point of zero curvature
  have key : ∀ p q : ℝ, (p ∈ Ico (0 : ℝ) (1 / 2) ∧ IsMinOn (freeEnergy Ω T) (Icc 0 1) p) →
      (q ∈ Ico (0 : ℝ) (1 / 2) ∧ IsMinOn (freeEnergy Ω T) (Icc 0 1) q) → ¬ p < q := by
    rintro p q ⟨⟨hp0, hp2⟩, hp⟩ ⟨⟨hq0, hq2⟩, hq⟩ hpq
    have hd := fun (x : ℝ) (h0 : p < x) (h1 : x ≤ q) =>
      hasDerivAt_freeEnergy Ω T (hp0.trans_lt h0) (by linarith : x < 1)
    obtain ⟨c, hc, hc0⟩ := exists_hasDerivAt_eq_zero hpq
      (continuous_freeEnergy Ω T).continuousOn
      (le_antisymm (isMinOn_iff.1 hp q ⟨hq0, by linarith⟩)
        (isMinOn_iff.1 hq p ⟨hp0, by linarith⟩))
      (fun x hx => (hd x hx.1 hx.2.le).1)
    have hqs := (hq.isLocalMin (Icc_mem_nhds (by linarith) (by linarith))).hasDerivAt_eq_zero
      (hd q hpq le_rfl).1
    obtain ⟨e, he, he0⟩ := exists_hasDerivAt_eq_zero hc.2
      (fun x hx => (hd x (hc.1.trans_le hx.1) hx.2).2.continuousAt.continuousWithinAt)
      (hc0.trans hqs.symm) (fun x hx => (hd x (hc.1.trans hx.1) hx.2.le).2)
    exact (curvature_pos hT hΩ hq2 hq (by linarith [hc.1, he.1]) he.2).ne' he0
  have hex : ∃ b, b ∈ Ico (0 : ℝ) (1 / 2) ∧ IsMinOn (freeEnergy Ω T) (Icc 0 1) b := by
    obtain ⟨x, hx, hm⟩ := isCompact_Icc.exists_isMinOn
      (nonempty_Icc.2 (zero_le_one' ℝ)) (continuous_freeEnergy Ω T).continuousOn
    rcases lt_trichotomy x (1 / 2) with h | h | h
    · exact ⟨x, ⟨hx.1, h⟩, hm⟩
    · exact absurd (h ▸ hm) (equimolar_not_min hT hΩ)
    · refine ⟨1 - x, ⟨by linarith [hx.2], by linarith⟩, isMinOn_iff.2 fun y hy => ?_⟩
      rw [freeEnergy_symm]
      exact isMinOn_iff.1 hm y hy
  obtain ⟨b, hb⟩ := hex
  exact ⟨b, hb, fun c hc => le_antisymm (not_lt.1 (key b c hb hc)) (not_lt.1 (key c b hc hb))⟩

/-- If a free energy `f` is symmetric under `x ↔ 1 - x`, has a minimiser `b ≤ 1/2` on `[0,1]`
and is convex on `[0,b]`, then the common-tangent construction is its convex envelope. -/
theorem envelope_of_symmetric {f : ℝ → ℝ} (hs : ∀ x, f (1 - x) = f x) (hb0 : 0 ≤ b)
    (hb2 : b ≤ 1 / 2) (hmin : IsMinOn f (Icc 0 1) b) (hconv : ConvexOn ℝ (Icc 0 b) f) :
    IsConvexEnvelope f (commonTangent f b) := by
  have hanti : ∀ x y, 0 ≤ x → x ≤ y → y ≤ b → f y ≤ f x := fun x y hx hxy hyb =>
    (hconv.le_max_of_mem_Icc ⟨hx, hxy.trans hyb⟩ ⟨hb0, le_rfl⟩ ⟨hxy, hyb⟩).trans
      (max_le le_rfl (isMinOn_iff.1 hmin x ⟨hx, by linarith⟩))
  -- a convex decreasing function of the concave function `min x b` is convex
  have hcomp : ∀ x y a c : ℝ, 0 ≤ x → 0 ≤ y → 0 ≤ a → 0 ≤ c → a + c = 1 →
      f (min (a * x + c * y) b) ≤ a * f (min x b) + c * f (min y b) := by
    intro x y a c hx hy ha hc hac
    have hx' : 0 ≤ min x b := le_min hx hb0
    have hy' : 0 ≤ min y b := le_min hy hb0
    have hm : a * min x b + c * min y b ≤ min (a * x + c * y) b := by
      refine le_min (add_le_add (mul_le_mul_of_nonneg_left (min_le_left _ _) ha)
        (mul_le_mul_of_nonneg_left (min_le_left _ _) hc)) ?_
      calc a * min x b + c * min y b ≤ a * b + c * b :=
            add_le_add (mul_le_mul_of_nonneg_left (min_le_right _ _) ha)
              (mul_le_mul_of_nonneg_left (min_le_right _ _) hc)
        _ = b := by rw [← add_mul, hac, one_mul]
    have h := hconv.2 ⟨hx', min_le_right _ _⟩ ⟨hy', min_le_right _ _⟩ ha hc hac
    simp only [smul_eq_mul] at h
    exact (hanti _ _ (add_nonneg (mul_nonneg ha hx') (mul_nonneg hc hy')) hm
      (min_le_right _ _)).trans h
  have key : ∀ x, commonTangent f b x = f (min x b) + f (min (1 - x) b) - f b := by
    intro x
    unfold commonTangent
    split_ifs with h
    · rw [min_eq_right h.1, min_eq_right (by linarith [h.2])]
      ring
    · rcases lt_or_ge x b with h1 | h1
      · rw [min_eq_left h1.le, min_eq_right (by linarith)]
        ring
      · have h2 : 1 - b < x := not_le.1 fun h2 => h ⟨h1, h2⟩
        rw [min_eq_right h1, min_eq_left (by linarith), hs x]
        ring
  refine ⟨⟨convex_Icc 0 1, ?_⟩, ?_, ?_⟩
  · intro x hx y hy a c ha hc hac
    simp only [key, smul_eq_mul]
    have e : 1 - (a * x + c * y) = a * (1 - x) + c * (1 - y) := by
      linear_combination -hac
    have h1 := hcomp x y a c hx.1 hy.1 ha hc hac
    have h2 := hcomp (1 - x) (1 - y) a c (sub_nonneg.2 hx.2) (sub_nonneg.2 hy.2) ha hc hac
    have h3 : a * f b + c * f b = f b := by rw [← add_mul, hac, one_mul]
    rw [e]
    linarith
  · intro x hx
    unfold commonTangent
    split_ifs
    · exact isMinOn_iff.1 hmin x hx
    · exact le_rfl
  · -- between the tangent points a convex function is below its larger end value
    intro h hh hle x hx
    unfold commonTangent
    split_ifs with hxb
    · have m1 : b ∈ Icc (0 : ℝ) 1 := ⟨hb0, by linarith⟩
      have m2 : 1 - b ∈ Icc (0 : ℝ) 1 := ⟨by linarith, by linarith⟩
      exact (hh.le_max_of_mem_Icc m1 m2 hxb).trans
        (max_le (hle b m1) ((hle _ m2).trans_eq (hs b)))
    · exact hle x hx

/-- Common tangent: for `0 < T < Ω/2` and `b` in `[0,1/2)` a minimiser of the free energy `f`
on `[0,1]`, the greatest convex function below `f` is `f(b)` on `[b,1-b]` and `f` elsewhere. -/
theorem commonTangent_isConvexEnvelope (hT : 0 < T) (hΩ : T < Ω / 2)
    (hb : b ∈ Ico 0 (1 / 2)) (hmin : IsMinOn (freeEnergy Ω T) (Icc 0 1) b) :
    IsConvexEnvelope (freeEnergy Ω T) (commonTangent (freeEnergy Ω T) b) := by
  have hb2 := hb.2
  refine envelope_of_symmetric (freeEnergy_symm Ω T) hb.1 hb2.le hmin ?_
  refine convexOn_of_hasDerivWithinAt2_nonneg (f' := exchangePotential Ω T)
    (f'' := fun x => T / (x * (1 - x)) - 2 * Ω) (convex_Icc 0 b)
    (continuous_freeEnergy Ω T).continuousOn ?_ ?_ ?_ <;> intro x hx <;>
    have hx' := hx <;> rw [interior_Icc] at hx'
  · exact (hasDerivAt_freeEnergy Ω T hx'.1 (by linarith [hx'.2])).1.hasDerivWithinAt
  · exact (hasDerivAt_freeEnergy Ω T hx'.1 (by linarith [hx'.2])).2.hasDerivWithinAt
  · exact (curvature_pos hT hΩ hb2 hmin hx'.1 hx'.2).le

end

end RegularSolution
```

```lean
#print axioms RegularSolution.existsUnique_minimizer
#print axioms RegularSolution.commonTangent_isConvexEnvelope
```

```
'RegularSolution.existsUnique_minimizer' depends on axioms: [propext, Classical.choice, Quot.sound]
'RegularSolution.commonTangent_isConvexEnvelope' depends on axioms: [propext, Classical.choice, Quot.sound]
```

## How the lemmas divide the work

`hasDerivAt_freeEnergy` proves both derivative formulas. `equimolar_not_min` applies the mean value theorem twice, through `exists_hasDerivAt_eq_slope`, and its last `nlinarith` finds the contradiction at $e$. `curvature_pos` is the Rolle argument; the product given to `nlinarith` there is $\Omega(c-x)(1-c-x)$. In `existsUnique_minimizer`, `key` excludes two ordered minimisers and `hex` gives existence by compactness and reflection.

`envelope_of_symmetric` contains no logarithm. It holds for any symmetric $f$ with a minimiser $b\in[0,1/2]$ that is convex on $[0,b]$. Inside it, `hanti` is the monotonicity, `hcomp` the convexity of $f(\min(x,b))$, and `key` the formula for $g$. The final theorem supplies the convexity of $f$ on $[0,b]$ from the sign of the second derivative in the interior.

## Rolle's theorem with a named derivative

Mathlib's `exists_hasDerivAt_eq_zero` takes a function that is continuous on a closed interval, with equal end values, and a second function shown to be its derivative in the open interval. It returns an interior point where that second function vanishes.

Two features matter here. The derivative is the explicit expression supplied, so the result is directly the equation $T/(c(1-c))-2\Omega=0$, ready for algebra. And no derivative is required at the end points, so the uniqueness argument also admits $p=0$, where $f$ has no finite slope.

## A miscibility gap at $T=\Omega/3$

In a calculation, $b$ is found from $\mu(b)=0$. With $m=1-2b$ this reads $m=\tanh(\Omega m/2T)$, and the positive root is the one wanted. For $T=\Omega/3$ it is $m\approx0.859$, so $b\approx0.071$ and the phases have compositions $0.071$ and $0.929$.

An alloy of overall composition $0.3$ then has a fraction $(0.3-b)/(1-2b)\approx0.27$ of its sites in the B-rich phase. Its free energy of mixing falls from $f(0.3)\approx0.019\,T$ for the uniform alloy to $f(b)\approx-0.058\,T$.
